# For finitely many harmonic modes, Gaussian short-time decay has a quartic error bound and a variance no smaller than the Marcus value

An electron hops weakly between a donor and an acceptor while vibrations around it shift their equilibrium positions. In the golden-rule rate, these vibrations enter through a function of time whose modulus is exp(−G(t)). At high temperature this factor is often replaced by a Gaussian, which leads towards the Marcus rate. How large is the error at a given time, and how close is the Gaussian's variance to the Marcus one?

Set ħ = 1. The modes are harmonic and start in thermal equilibrium, and the electronic coupling does not depend on them. Mode j has the same frequency w_j in both electronic states, and its Huang-Rhys factor S_j measures the displacement between them. With β the inverse temperature, define

c_j = coth(βw_j/2)
G(t) = Σ_j S_j c_j (1 − cos w_j t)
m_n = Σ_j S_j c_j w_jⁿ
λ = Σ_j S_j w_j

Here λ is the reorganization energy. For S_j ≥ 0, w_j > 0 and β > 0, the theorems state that at every real t

0 ≤ m₂t²/2 − G(t) ≤ t⁴m₄/24
0 ≤ exp(−G(t)) − exp(−m₂t²/2) ≤ t⁴m₄/24

and that

2λ ≤ βm₂ ≤ 2λ + (β²/6) Σ_j S_j w_j³,

so βm₂ → 2λ as β → 0⁺. The Gaussian in time transforms to a line of variance m₂, and 2λ/β is the Marcus variance. For a finite harmonic bath, this bounds the error that the short-time approximation used in golden-rule spin-boson rates makes in the modulus of the correlation function at each time. It does not give the Marcus rate itself, which also requires the phase of the correlation function and an integral over time.

## A finite set of modes

Physically, the bath is a molecule or a discretised environment, not a continuum. The modes are labelled by a type `ι` with finitely many elements, and `S` and `w` assign real numbers to the labels.

```lean
import Mathlib

open Filter Topology

namespace SpinBosonShortTime

noncomputable section

variable {ι : Type*} [Fintype ι]
```

The factor c_j is written as cosh divided by sinh. At βw = 0, Lean's division would return 0 instead of diverging; the positivity hypotheses exclude that case.

```lean
/-- The thermal factor `coth (β w / 2)` of a mode of frequency `w` at inverse temperature `β`,
for `β w ≠ 0`. -/
def thermalFactor (β w : ℝ) : ℝ := Real.cosh (β * w / 2) / Real.sinh (β * w / 2)
```

The functions G, m_n and λ are then `lineBroadening`, `thermalMoment` and `reorganizationEnergy`.

```lean
/-- The real part `G(t)` of the line-broadening function of modes with Huang-Rhys factors `S j`
and nonzero frequencies `w j`, at inverse temperature `β ≠ 0`. -/
def lineBroadening (S w : ι → ℝ) (β t : ℝ) : ℝ :=
  ∑ j, S j * thermalFactor β (w j) * (1 - Real.cos (w j * t))

/-- The `n`-th frequency moment of the modes, weighted by Huang-Rhys and thermal factors,
for nonzero `β` and `w j`. -/
def thermalMoment (S w : ι → ℝ) (β : ℝ) (n : ℕ) : ℝ :=
  ∑ j, S j * thermalFactor β (w j) * w j ^ n

/-- The reorganization energy `λ = ∑ S j * w j`, in units with `ħ = 1`. -/
def reorganizationEnergy (S w : ι → ℝ) : ℝ := ∑ j, S j * w j
```

By hand, finiteness lets the sums be split and compared mode by mode; the proofs do the same with `Finset` sums. For infinitely many modes the quartic estimate can become empty: with w_j = j and S_j = j⁻⁵ for j = 1, 2, …, the moment m₂ is finite but m₄ diverges.

## No restriction on the time

The time t is any real number, so the estimates are not merely asymptotic, although the quartic bound on the decay factor says nothing new once t⁴m₄ ≥ 24, since two numbers between 0 and 1 differ by at most 1. This generality comes from an inequality for the cosine that holds on the whole real line.

The tool is elementary: if f is differentiable on the real line, f(0) = 0 and f′(x) ≥ 0 for x > 0, then f is nondecreasing on [0, ∞), hence nonnegative there. The lemma obtains this from Mathlib's monotonicity criterion.

```lean
/-- A differentiable function on the real line that vanishes at the origin and has nonnegative slope
on the positive axis is nonnegative there. -/
theorem nonneg_of_slope_nonneg {f f' : ℝ → ℝ} (h0 : f 0 = 0)
    (hd : ∀ x, HasDerivAt f (f' x) x) (hn : ∀ x, 0 < x → 0 ≤ f' x)
    {x : ℝ} (hx : 0 ≤ x) : 0 ≤ f x := by
  have hm : MonotoneOn f (Set.Ici 0) := by
    apply monotoneOn_of_deriv_nonneg (convex_Ici 0)
    · exact fun y _ => (hd y).continuousAt.continuousWithinAt
    · exact fun y _ => (hd y).differentiableAt.differentiableWithinAt
    · intro y hy
      rw [interior_Ici] at hy
      rw [(hd y).deriv]
      exact hn y hy
  have h := hm (Set.mem_Ici.mpr le_rfl) (Set.mem_Ici.mpr hx) hx
  rwa [h0] at h
```

Start from 1 − cos x = 2 sin²(x/2) ≤ x²/2. For x ≥ 0, the function

sin x − x + x³/6

vanishes at 0 and has derivative cos x − 1 + x²/2 ≥ 0, so it is nonnegative. It is in turn the derivative of

x⁴/24 − x²/2 + 1 − cos x,

which also vanishes at 0 and is therefore nonnegative. Both sides of the resulting inequality are even in x, so for all real x

0 ≤ x²/2 − (1 − cos x) ≤ x⁴/24.

In the proof, `hsin` and `hcos` are these two integrations. Applying `hcos` to `|x|` handles negative arguments, and the first inequality comes from Mathlib.

```lean
/-- The harmonic approximation `x ^ 2 / 2` to `1 - cos x` is never too small, and is too large
by at most `x ^ 4 / 24`. -/
theorem cos_quartic_bounds (x : ℝ) :
    0 ≤ x ^ 2 / 2 - (1 - Real.cos x) ∧ x ^ 2 / 2 - (1 - Real.cos x) ≤ x ^ 4 / 24 := by
  have d2 (y : ℝ) : HasDerivAt (fun y : ℝ => y ^ 2) (2 * y) y := by
    simpa using hasDerivAt_pow 2 y
  have d3 (y : ℝ) : HasDerivAt (fun y : ℝ => y ^ 3) (3 * y ^ 2) y := by
    simpa using hasDerivAt_pow 3 y
  have d4 (y : ℝ) : HasDerivAt (fun y : ℝ => y ^ 4) (4 * y ^ 3) y := by
    simpa using hasDerivAt_pow 4 y
  -- the cubic lower bound for the sine
  have hsin (y : ℝ) (hy : 0 ≤ y) : 0 ≤ Real.sin y - y + y ^ 3 / 6 :=
    nonneg_of_slope_nonneg (f := fun y => Real.sin y - y + y ^ 3 / 6)
      (f' := fun y => Real.cos y - 1 + y ^ 2 / 2) (by simp)
      (fun y => (((Real.hasDerivAt_sin y).fun_sub (hasDerivAt_id' y)).fun_add
        ((d3 y).div_const 6)).congr_deriv (by ring))
      (fun y _ => by linarith [Real.one_sub_sq_div_two_le_cos (x := y)]) hy
  -- one more integration gives the quartic upper bound for the cosine
  have hcos (y : ℝ) (hy : 0 ≤ y) : 0 ≤ y ^ 4 / 24 - y ^ 2 / 2 + 1 - Real.cos y :=
    nonneg_of_slope_nonneg (f := fun y => y ^ 4 / 24 - y ^ 2 / 2 + 1 - Real.cos y)
      (f' := fun y => Real.sin y - y + y ^ 3 / 6) (by simp)
      (fun y => (((((d4 y).div_const 24).fun_sub ((d2 y).div_const 2)).fun_add
        (hasDerivAt_const y (1 : ℝ))).fun_sub (Real.hasDerivAt_cos y)).congr_deriv (by ring))
      (fun y hy => hsin y hy.le) hy
  have h := hcos |x| (abs_nonneg x)
  have h4 : |x| ^ 4 = x ^ 4 := by
    rw [show |x| ^ 4 = (|x| ^ 2) ^ 2 by ring, sq_abs]
    ring
  rw [h4, sq_abs, Real.cos_abs] at h
  constructor
  · linarith [Real.one_sub_sq_div_two_le_cos (x := x)]
  · linarith
```

## Positive temperature and positive frequencies

The hypothesis `hβ` says that the bath is in thermal equilibrium at a positive, finite temperature. The hypothesis `hw` says that every mode is a genuine oscillator with a restoring force. Together they make x = βw/2 positive, and hence sinh x positive.

By hand, this sign is needed when dividing by sinh x. First, x cosh x − sinh x vanishes at 0 and has derivative x sinh x ≥ 0 for x ≥ 0. Next,

(1 + x²/3) sinh x − x cosh x

vanishes at 0 and has derivative (x/3)(x cosh x − sinh x), which is nonnegative by the first step. Dividing both inequalities by sinh x gives

1 ≤ x coth x ≤ 1 + x²/3.

Putting x = βw/2 and multiplying by 2 gives

2 ≤ βw coth(βw/2) ≤ 2 + (βw)²/6.

The proof names the two steps `hlow` and `hup`; `hs` is the positivity of sinh that permits the division.

```lean
/-- For one mode, `β w coth (β w / 2)` is at least its classical value `2`, and exceeds it by at
most `(β w) ^ 2 / 6`. -/
theorem thermalFactor_bounds {β w : ℝ} (hβ : 0 < β) (hw : 0 < w) :
    2 ≤ β * w * thermalFactor β w ∧ β * w * thermalFactor β w ≤ 2 + (β * w) ^ 2 / 6 := by
  have d2 (y : ℝ) : HasDerivAt (fun y : ℝ => y ^ 2) (2 * y) y := by
    simpa using hasDerivAt_pow 2 y
  have hlow (y : ℝ) (hy : 0 ≤ y) : 0 ≤ y * Real.cosh y - Real.sinh y :=
    nonneg_of_slope_nonneg (f := fun y => y * Real.cosh y - Real.sinh y)
      (f' := fun y => y * Real.sinh y) (by simp)
      (fun y => (((hasDerivAt_id' y).fun_mul (Real.hasDerivAt_cosh y)).fun_sub
        (Real.hasDerivAt_sinh y)).congr_deriv (by ring))
      (fun y hy => mul_nonneg hy.le (Real.sinh_nonneg_iff.mpr hy.le)) hy
  have hup (y : ℝ) (hy : 0 ≤ y) : 0 ≤ (1 + y ^ 2 / 3) * Real.sinh y - y * Real.cosh y :=
    nonneg_of_slope_nonneg (f := fun y => (1 + y ^ 2 / 3) * Real.sinh y - y * Real.cosh y)
      (f' := fun y => y / 3 * (y * Real.cosh y - Real.sinh y)) (by simp)
      (fun y => ((((hasDerivAt_const y (1 : ℝ)).fun_add ((d2 y).div_const 3)).fun_mul
        (Real.hasDerivAt_sinh y)).fun_sub
        ((hasDerivAt_id' y).fun_mul (Real.hasDerivAt_cosh y))).congr_deriv (by ring))
      (fun y hy => mul_nonneg (by positivity) (hlow y hy.le)) hy
  have hx : 0 < β * w / 2 := by positivity
  have hs : 0 < Real.sinh (β * w / 2) := Real.sinh_pos_iff.mpr hx
  have h1 := hlow _ hx.le
  have h2 := hup _ hx.le
  unfold thermalFactor
  rw [← mul_div_assoc]
  constructor
  · rw [le_div_iff₀ hs]
    linarith
  · rw [div_le_iff₀ hs]
    nlinarith
```

The same signs make the thermal factor itself positive, which the sums over modes will need.

```lean
/-- The thermal factor is positive at positive temperature and frequency. -/
theorem thermalFactor_pos {β w : ℝ} (hβ : 0 < β) (hw : 0 < w) : 0 < thermalFactor β w :=
  div_pos (Real.cosh_pos _) (Real.sinh_pos_iff.mpr (by positivity))
```

Two formal examples show what the signs do. They are not physical: an oscillator has no thermal state at negative β, and its frequency is positive by convention.

Without β > 0 the parabola can fall below G. Take one mode with S = w = 1 and β = −1. Then c = −coth(1/2) is negative, and at t = π the difference m₂t²/2 − G(t) equals c(π²/2 − 2) < 0.

Without w > 0 the Marcus bound can fail. Take S = β = 1 and w = −1. Then βm₂ = −coth(1/2) ≈ −2.16, which is less than 2λ = −2.

## Nonnegative Huang-Rhys factors

A Huang-Rhys factor is proportional to a squared displacement, so it cannot be negative for a real displaced oscillator. The hypothesis `hS` allows zero, which describes a mode that does not couple to the transfer.

By hand, S_j ≥ 0 and c_j > 0 make every weight S_j c_j nonnegative. With x = w_j t in the cosine inequality,

m₂t²/2 − G(t) = Σ_j S_j c_j [(w_j t)²/2 − (1 − cos w_j t)]

is a sum of nonnegative terms, and it is at most Σ_j S_j c_j (w_j t)⁴/24 = t⁴m₄/24. In the proof, `hc` records the sign of the weights, while `e2` and `e4` rewrite the two sides as these sums.

```lean
/-- The short-time parabola is never below the real part `G(t)` of the line-broadening function, and
exceeds it by at most `t ^ 4 / 24` times the fourth thermal moment. -/
theorem lineBroadening_bounds {S w : ι → ℝ} {β : ℝ} (hS : ∀ j, 0 ≤ S j)
    (hw : ∀ j, 0 < w j) (hβ : 0 < β) (t : ℝ) :
    0 ≤ thermalMoment S w β 2 * t ^ 2 / 2 - lineBroadening S w β t ∧
    thermalMoment S w β 2 * t ^ 2 / 2 - lineBroadening S w β t
      ≤ t ^ 4 * thermalMoment S w β 4 / 24 := by
  have hc (j : ι) : 0 ≤ S j * thermalFactor β (w j) :=
    mul_nonneg (hS j) (thermalFactor_pos hβ (hw j)).le
  -- both sides are sums over modes with the same nonnegative weights
  have e2 : thermalMoment S w β 2 * t ^ 2 / 2 - lineBroadening S w β t =
      ∑ j, S j * thermalFactor β (w j) *
        ((w j * t) ^ 2 / 2 - (1 - Real.cos (w j * t))) := by
    unfold thermalMoment lineBroadening
    rw [Finset.sum_mul, Finset.sum_div, ← Finset.sum_sub_distrib]
    exact Finset.sum_congr rfl fun j _ => by ring
  have e4 : t ^ 4 * thermalMoment S w β 4 / 24 =
      ∑ j, S j * thermalFactor β (w j) * ((w j * t) ^ 4 / 24) := by
    unfold thermalMoment
    rw [Finset.mul_sum, Finset.sum_div]
    exact Finset.sum_congr rfl fun j _ => by ring
  rw [e2, e4]
  exact ⟨Finset.sum_nonneg fun j _ => mul_nonneg (hc j) (cos_quartic_bounds _).1,
    Finset.sum_le_sum fun j _ => mul_le_mul_of_nonneg_left (cos_quartic_bounds _).2 (hc j)⟩
```

For the decay factor, put a = G(t) and b = m₂t²/2. The signs of the weights give a ≥ 0, and the previous result gives b ≥ a. Then

exp(−a) − exp(−b) = exp(−a)[1 − exp(−(b − a))].

The first factor lies between 0 and 1. The bracket is nonnegative and, because 1 − exp(−d) ≤ d, at most b − a ≤ t⁴m₄/24. The Gaussian therefore never overestimates the decay factor. The proof makes the same substitution, with `hsplit` as the factorisation and `hl` as the exponential inequality.

```lean
/-- The decay factor `exp (-G(t))` is never below its Gaussian short-time approximation, and exceeds
it by at most `t ^ 4 / 24` times the fourth thermal moment. -/
theorem gaussian_decay_error {S w : ι → ℝ} {β : ℝ} (hS : ∀ j, 0 ≤ S j)
    (hw : ∀ j, 0 < w j) (hβ : 0 < β) (t : ℝ) :
    0 ≤ Real.exp (-lineBroadening S w β t) - Real.exp (-(thermalMoment S w β 2 * t ^ 2 / 2)) ∧
    Real.exp (-lineBroadening S w β t) - Real.exp (-(thermalMoment S w β 2 * t ^ 2 / 2))
      ≤ t ^ 4 * thermalMoment S w β 4 / 24 := by
  obtain ⟨h1, h2⟩ := lineBroadening_bounds hS hw hβ t
  have hG : 0 ≤ lineBroadening S w β t :=
    Finset.sum_nonneg fun j _ => mul_nonneg
      (mul_nonneg (hS j) (thermalFactor_pos hβ (hw j)).le)
      (sub_nonneg.mpr (Real.cos_le_one _))
  generalize lineBroadening S w β t = a at *
  generalize thermalMoment S w β 2 * t ^ 2 / 2 = b at *
  -- factor out the exact decay and use `1 - exp (-d) ≤ d`
  have hsplit : Real.exp (-b) = Real.exp (-a) * Real.exp (-(b - a)) := by
    rw [← Real.exp_add]
    congr 1
    ring
  have ha : Real.exp (-a) ≤ 1 := Real.exp_le_one_iff.mpr (by linarith)
  have hd : Real.exp (-(b - a)) ≤ 1 := Real.exp_le_one_iff.mpr (by linarith)
  have hl := Real.add_one_le_exp (-(b - a))
  rw [hsplit]
  constructor
  · nlinarith [mul_nonneg (Real.exp_pos (-a)).le (sub_nonneg.mpr hd)]
  · nlinarith [mul_nonneg (sub_nonneg.mpr ha) (sub_nonneg.mpr hd)]
```

For the variance, write

βm₂ = Σ_j S_j w_j · βw_j c_j.

Multiplying the one-mode bounds on βw_j c_j by S_j w_j ≥ 0 and summing gives the two-sided estimate. In the proof, `hc` now denotes the sign of S_j w_j, and each inequality is checked term by term.

```lean
/-- The second thermal moment times `β` is at least the Marcus value `2 λ`, and exceeds it by at
most `β ^ 2 / 6` times `∑ S j * w j ^ 3`. -/
theorem marcus_width_bounds {S w : ι → ℝ} {β : ℝ} (hS : ∀ j, 0 ≤ S j)
    (hw : ∀ j, 0 < w j) (hβ : 0 < β) :
    2 * reorganizationEnergy S w ≤ β * thermalMoment S w β 2 ∧
    β * thermalMoment S w β 2
      ≤ 2 * reorganizationEnergy S w + β ^ 2 / 6 * ∑ j, S j * w j ^ 3 := by
  have hc (j : ι) : 0 ≤ S j * w j := mul_nonneg (hS j) (hw j).le
  unfold reorganizationEnergy thermalMoment
  rw [Finset.mul_sum, Finset.mul_sum, Finset.mul_sum, ← Finset.sum_add_distrib]
  constructor
  · refine Finset.sum_le_sum fun j _ => ?_
    have h := mul_le_mul_of_nonneg_left (thermalFactor_bounds hβ (hw j)).1 (hc j)
    linarith
  · refine Finset.sum_le_sum fun j _ => ?_
    have h := mul_le_mul_of_nonneg_left (thermalFactor_bounds hβ (hw j)).2 (hc j)
    linarith
```

With a negative factor these inequalities can fail. For one mode with S = −1 and w = β = 1, βm₂ = −coth(1/2) ≈ −2.16 again lies below 2λ = −2, and the parabola lies below G at every t ≠ 0.

## Approaching infinite temperature at fixed frequencies

The classical limit β → 0⁺ is taken with the modes held fixed, so thermal energy eventually exceeds every vibrational quantum. The estimate encloses βm₂ between 2λ and 2λ + (β²/6) Σ_j S_j w_j³, and the correction vanishes with β. For a single coupled mode with βw = 1, the variance exceeds its Marcus value by at most one part in twelve.

In Lean, `𝓝[>] 0` means that β approaches zero through positive values. The proof shows that the upper bound is continuous in β and tends to 2λ, then applies the squeeze theorem; `filter_upwards` supplies β > 0 for the two inequalities.

```lean
/-- In the high-temperature limit `β → 0+`, the second thermal moment times `β` tends to the
Marcus value `2 λ`. -/
theorem marcus_width_limit {S w : ι → ℝ} (hS : ∀ j, 0 ≤ S j) (hw : ∀ j, 0 < w j) :
    Tendsto (fun β => β * thermalMoment S w β 2) (𝓝[>] 0)
      (𝓝 (2 * reorganizationEnergy S w)) := by
  have hcont : Continuous fun β : ℝ =>
      2 * reorganizationEnergy S w + β ^ 2 / 6 * ∑ j, S j * w j ^ 3 := by fun_prop
  have hup : Tendsto (fun β : ℝ =>
      2 * reorganizationEnergy S w + β ^ 2 / 6 * ∑ j, S j * w j ^ 3) (𝓝[>] 0)
      (𝓝 (2 * reorganizationEnergy S w)) := by
    have h := (hcont.tendsto 0).mono_left (nhdsWithin_le_nhds (s := Set.Ioi 0))
    simpa using h
  refine tendsto_of_tendsto_of_tendsto_of_le_of_le' tendsto_const_nhds hup ?_ ?_
  · filter_upwards [self_mem_nhdsWithin] with β hβ
    exact (marcus_width_bounds hS hw hβ).1
  · filter_upwards [self_mem_nhdsWithin] with β hβ
    exact (marcus_width_bounds hS hw hβ).2

end

end SpinBosonShortTime
```

If β stays fixed, the excess need not vanish: one mode with S = w = β = 1 has βm₂ ≈ 2.16, compared with 2λ = 2.

```lean
#print axioms SpinBosonShortTime.gaussian_decay_error
-- 'SpinBosonShortTime.gaussian_decay_error' depends on axioms: [propext, Classical.choice, Quot.sound]
#print axioms SpinBosonShortTime.marcus_width_limit
-- 'SpinBosonShortTime.marcus_width_limit' depends on axioms: [propext, Classical.choice, Quot.sound]
```
